# The star product of scatterers is associative when its round-trip denominators are invertible

If the reflection of three layers depended on which two were joined first, a stack of layers would have no reflection of its own, only one for each order of assembly. Adding a layer on the left and adding one on the right could give different answers for the same sample, and a precomputed block of layers could not safely be inserted into a larger stack.

This does not happen if three round-trip denominators are invertible: one for each neighbouring pair, and one for joining the third scatterer to the first pair. Each denominator is 1 minus the product of the two reflections that face each other across a gap. If all three are invertible, both groupings exist and agree in all reflection and transmission blocks. The result applies to electron transport through successive scatterers and to layer-by-layer multiple-scattering calculations, for linear, non-interacting scattering with the same number of channels in every gap and on both outer sides.

## Four blocks and the waves between two scatterers

A scatterer has reflection blocks \(r\) and \(r'\), for waves arriving from the left and from the right, and transmission blocks \(t\) (rightwards) and \(t'\) (leftwards). The prime marks the side of incidence, not a derivative. With incoming amplitudes \(a\) from the left and \(d\) from the right, the outgoing amplitudes are

\[
b = r a + t' d \ \text{(to the left)}, \qquad c = t a + r' d \ \text{(to the right)}.
\]

In Lean 4 with Mathlib:

```lean
import Mathlib

namespace StarProduct

noncomputable section

/-- A scatterer with reflection blocks `r` (for waves from the left) and `r'` (from the right),
and transmission blocks `t` (left to right) and `t'` (right to left). -/
@[ext]
structure Scatterer (R : Type*) where
  r : R
  t' : R
  t : R
  r' : R
```

The blocks lie in a ring `R`, which need not be commutative. For \(n\) channels, `R` is the ring of complex \(n\times n\) matrices. The amplitudes lie in `R` too, so each column of such a matrix is one ordinary vector of channel amplitudes. `Scatters S a d b c` states the two equations above, with the incoming amplitudes listed first.

```lean
variable {R : Type*} [Ring R]

/-- Incoming amplitudes `a` (from the left) and `d` (from the right) produce the outgoing
amplitudes `b` (to the left) and `c` (to the right). -/
def Scatters (S : Scatterer R) (a d b c : R) : Prop :=
  b = S.r * a + S.t' * d ∧ c = S.t * a + S.r' * d
```

Now put scatterer 1 to the left of scatterer 2, and let \(u\) and \(v\) be the rightward and leftward waves in the gap:

\[
b = r_1 a + t_1' v,\quad u = t_1 a + r_1' v,\quad v = r_2 u + t_2' d,\quad c = t_2 u + r_2' d.
\]

Substituting \(v\) into the equation for \(u\) gives

\[
(1 - r_1' r_2)\,u = t_1 a + r_1' t_2' d .
\]

If \(D = (1 - r_1' r_2)^{-1}\) exists, then \(u = D(t_1 a + r_1' t_2' d)\). Inserting \(u\) and \(v\) into \(b\) and \(c\) yields the composed blocks

\[
\begin{aligned}
r_{12} &= r_1 + t_1' r_2 D t_1, & t_{12}' &= t_1'(1 + r_2 D r_1')t_2',\\
t_{12} &= t_2 D t_1, & r_{12}' &= r_2' + t_2 D r_1' t_2'.
\end{aligned}
\]

These are the formulas in `compose`, written `⋆` below. In the code the scatterers 1, 2 and 3 are called `S`, `T` and `U`; here `S` and `T` are not the S-matrix and T-matrix of scattering theory.

```lean
/-- The star product of `S` (on the left) and `T` (on the right). It describes the joined pair when
`1 - S.r' * T.r` is a unit; otherwise `Ring.inverse` gives 0 and the resulting blocks are only a
convention. -/
def compose (S T : Scatterer R) : Scatterer R where
  r := S.r + S.t' * T.r * Ring.inverse (1 - S.r' * T.r) * S.t
  t' := S.t' * (1 + T.r * Ring.inverse (1 - S.r' * T.r) * S.r') * T.t'
  t := T.t * Ring.inverse (1 - S.r' * T.r) * S.t
  r' := T.r' + T.t * Ring.inverse (1 - S.r' * T.r) * S.r' * T.t'
```

## The first gap must not sustain a wave by itself: `hST`

The hypothesis `hST` says that \(1 - r_1' r_2\) is a unit, that is, has a two-sided inverse. For finite matrices, its failure means that some nonzero \(u\) satisfies \(u = r_1' r_2 u\): a wave in the gap that reproduces itself after one round trip, with nothing coming in. The incoming waves then no longer determine the wave in the gap.

The round trip may equally be started at the other scatterer. Write \(x = r_1'\), \(y = r_2\), and let \(c\) for the moment denote the inverse of \(1 - xy\). Then

\[
(1-yx)(1+ycx) = 1 - yx + y(1-xy)c\,x = 1 - yx + yx = 1,
\]

and the product in the other order is \(1 - yx + y\,c(1-xy)x = 1\). In `inverse_swap`, each identity is obtained by multiplying the corresponding inverse equation by `y` on the left and `x` on the right; `noncomm_ring` then compares the expressions without commuting any factors.

```lean
local infixl:70 " ⋆ " => compose

/-- If `c` is the two-sided inverse of `1 - x y`, then `1 + y c x` is the two-sided inverse of
`1 - y x`. -/
theorem inverse_swap {x y c : R} (h1 : (1 - x * y) * c = 1) (h2 : c * (1 - x * y) = 1) :
    (1 - y * x) * (1 + y * c * x) = 1 ∧ (1 + y * c * x) * (1 - y * x) = 1 := by
  constructor
  · linear_combination (norm := noncomm_ring) y * h1 * x
  · linear_combination (norm := noncomm_ring) y * h2 * x

/-- If `1 - x y` is a unit, then so is `1 - y x`. -/
theorem isUnit_swap {x y : R} (h : IsUnit (1 - x * y)) : IsUnit (1 - y * x) := by
  have p := inverse_swap (Ring.mul_inverse_cancel _ h) (Ring.inverse_mul_cancel _ h)
  exact ⟨⟨_, _, p.1, p.2⟩, rfl⟩
```

Consequently \(1 + r_2 D r_1' = (1 - r_2 r_1')^{-1}\), which gives the leftward transmission its symmetric form \(t_{12}' = t_1'(1 - r_2 r_1')^{-1}t_2'\).

```lean
/-- If `1 - S.r' * T.r` is a unit, the leftward transmission of the pair is the product of `S.t'`,
the inverse of `1 - T.r * S.r'`, and `T.t'`, in this order. -/
theorem compose_t' (S T : Scatterer R) (h : IsUnit (1 - S.r' * T.r)) :
    (S ⋆ T).t' = S.t' * Ring.inverse (1 - T.r * S.r') * T.t' := by
  have p := inverse_swap (Ring.mul_inverse_cancel _ h) (Ring.inverse_mul_cancel _ h)
  have e : Ring.inverse (1 - T.r * S.r')
      = 1 + T.r * Ring.inverse (1 - S.r' * T.r) * S.r' :=
    Ring.inverse_unit ⟨_, _, p.1, p.2⟩
  rw [e]
  rfl
```

The elimination itself is the theorem `compose_scatters_iff`: the composed scatterer relates the outer amplitudes exactly when suitable waves \(u\) and \(v\) exist in the gap. The two directions use the two halves of invertibility. To construct the waves, the proof takes \(u\) from the formula above and needs \((1 - r_1' r_2)D = 1\) to verify the equation of scatterer 1. Conversely, given any waves that satisfy the equations, it needs \(D(1 - r_1' r_2) = 1\) to show that \(u\) has this form; that is the step called `key`. Substitution then gives \(b\) and \(c\).

```lean
/-- If `1 - S.r' * T.r` is a unit, the star product relates the outer amplitudes exactly when
there are waves `u` (rightward) and `v` (leftward) between the scatterers that satisfy the
scattering equations of both. -/
theorem compose_scatters_iff (S T : Scatterer R) (h : IsUnit (1 - S.r' * T.r)) {a d b c : R} :
    Scatters (S ⋆ T) a d b c ↔ ∃ u v, Scatters S a v b u ∧ Scatters T u d v c := by
  have h1 := Ring.mul_inverse_cancel _ h
  have h2 := Ring.inverse_mul_cancel _ h
  simp only [Scatters, compose]
  generalize Ring.inverse (1 - S.r' * T.r) = D at h1 h2 ⊢
  constructor
  · -- construct the intermediate waves
    rintro ⟨hb, hc⟩
    refine ⟨D * (S.t * a + S.r' * (T.t' * d)),
      T.r * (D * (S.t * a + S.r' * (T.t' * d))) + T.t' * d, ⟨?_, ?_⟩, rfl, ?_⟩
    · rw [hb]; noncomm_ring
    · linear_combination (norm := noncomm_ring) h1 * (S.t * a + S.r' * (T.t' * d))
    · rw [hc]; noncomm_ring
  · -- solve for the rightward wave and eliminate it
    rintro ⟨u, v, ⟨hb, hu⟩, hv, hc⟩
    have key : u = D * (S.t * a + S.r' * (T.t' * d)) := by
      linear_combination (norm := noncomm_ring) D * hu + D * S.r' * hv - h2 * u
    constructor
    · linear_combination (norm := noncomm_ring) hb + S.t' * hv + S.t' * T.r * key
    · linear_combination (norm := noncomm_ring) hc + T.t * key
```

## The second gap, and the waves of the whole stack: `hTU`

The hypothesis `hTU` makes the same demand on the gap between scatterers 2 and 3: \(1 - r_2' r_3\) is a unit, with inverse \(E\). It allows the last pair to be replaced by a single scatterer.

Let \(x,y\) now be the rightward and leftward waves in the first gap, and \(u,v\) those in the second. The full stack obeys

\[
\begin{aligned}
b &= r_1 a + t_1' y, & x &= t_1 a + r_1' y,\\
y &= r_2 x + t_2' v, & u &= t_2 x + r_2' v,\\
v &= r_3 u + t_3' d, & c &= t_3 u + r_3' d.
\end{aligned}
\]

Joining the first pair early eliminates \(x,y\) and then \(u,v\); joining the last pair early eliminates them in the opposite order. When every elimination is allowed, both results describe the same solutions of these six equations.

Equal relations between amplitudes imply equal blocks. Sending in \(a=1,d=0\) reads off \(r\) and \(t\); sending in \(a=0,d=1\) reads off \(t'\) and \(r'\). With matrices, the amplitude 1 is the identity matrix, which sends a unit wave into every channel, one per column. The proof of `eq_of_scatters` makes these two choices.

```lean
/-- Two scatterers that relate the same incoming and outgoing amplitudes have the same
four blocks. -/
theorem eq_of_scatters {S T : Scatterer R}
    (h : ∀ a d b c, Scatters S a d b c ↔ Scatters T a d b c) : S = T := by
  -- send a unit wave in from the left, then from the right
  obtain ⟨h1, h2⟩ := (h 1 0 S.r S.t).1 ⟨by simp, by simp⟩
  obtain ⟨h3, h4⟩ := (h 0 1 S.t' S.r').1 ⟨by simp, by simp⟩
  exact Scatterer.ext (by simpa using h1) (by simpa using h3) (by simpa using h2)
    (by simpa using h4)
```

## Joining the third scatterer to the first pair: `hout`

The hypothesis `hout` says that \(1 - r_{12}' r_3\) is a unit. For finite matrices it excludes a self-sustaining wave between the composed first pair and scatterer 3. This is a separate demand, because the pair can reflect differently from scatterer 2 alone.

The other grouping needs \(1 - r_1' r_{23}\) to be a unit, where \(r_{23} = r_2 + t_2' r_3 E t_2\). This need not be assumed. Set \(K = D r_1' t_2' r_3 E\). Then

\[
\begin{aligned}
1 - r_{12}' r_3 &= (1 - r_2' r_3) - t_2 D r_1' t_2' r_3 = (1 - t_2 K)(1 - r_2' r_3),\\
1 - r_1' r_{23} &= (1 - r_1' r_2) - r_1' t_2' r_3 E t_2 = (1 - r_1' r_2)(1 - K t_2).
\end{aligned}
\]

The first line uses \(E(1-r_2' r_3)=1\), the second \((1-r_1' r_2)D=1\). The factors \(1 - r_2' r_3\) and \(1 - r_1' r_2\) are units by `hTU` and `hST`, and by the swap identity \(1 - t_2K\) is a unit exactly when \(1 - Kt_2\) is. So the two outer denominators are invertible together.

In the proof, `e1` and `e2` are these factorisations. The unit factors are then removed, and `isUnit_swap` settles what remains.

```lean
/-- If both neighbouring pairs can be composed, then the third scatterer can be joined to the
first pair exactly when the first scatterer can be joined to the last pair. -/
theorem isUnit_outer_iff (S T U : Scatterer R)
    (hST : IsUnit (1 - S.r' * T.r)) (hTU : IsUnit (1 - T.r' * U.r)) :
    IsUnit (1 - (S ⋆ T).r' * U.r) ↔ IsUnit (1 - S.r' * (T ⋆ U).r) := by
  have hD := Ring.mul_inverse_cancel _ hST
  have hE := Ring.inverse_mul_cancel _ hTU
  simp only [compose]
  generalize Ring.inverse (1 - S.r' * T.r) = D at hD ⊢
  generalize Ring.inverse (1 - T.r' * U.r) = E at hE ⊢
  -- split off the inner denominators
  have e1 : 1 - (T.r' + T.t * D * S.r' * T.t') * U.r
      = (1 - T.t * (D * S.r' * T.t' * U.r * E)) * (1 - T.r' * U.r) := by
    linear_combination (norm := noncomm_ring) (T.t * D * S.r' * T.t' * U.r) * hE
  have e2 : 1 - S.r' * (T.r + T.t' * U.r * E * T.t)
      = (1 - S.r' * T.r) * (1 - (D * S.r' * T.t' * U.r * E) * T.t) := by
    linear_combination (norm := noncomm_ring) hD * (S.r' * T.t' * U.r * E * T.t)
  rw [e1, e2]
  obtain ⟨p, hp⟩ := hTU
  obtain ⟨q, hq⟩ := hST
  rw [← hp, ← hq, Units.isUnit_mul_units, Units.isUnit_units_mul]
  exact ⟨isUnit_swap, isUnit_swap⟩
```

If `hout` fails while the other two hypotheses hold, the equivalence shows that neither grouping can be completed, and there is nothing to compare.

## Equality of the two groupings

The theorem `compose_assoc` reads: for three scatterers over any ring, if \(1-r_1'r_2\), \(1-r_2'r_3\) and \(1-r_{12}'r_3\) are units, then `(S ⋆ T) ⋆ U = S ⋆ (T ⋆ U)`. Equality of scatterers means equality of all four blocks. Neither flux conservation nor reciprocity is assumed.

The proof first obtains the fourth unit from `isUnit_outer_iff`. After `eq_of_scatters` it has to compare only relations between amplitudes, and `compose_scatters_iff` turns each side into a statement about waves in the gaps. The two final cases regroup the same waves `x`, `y`, `u`, `v`, using `hST` to open or close the first pair and `hTU` the last.

```lean
/-- Associativity of the star product: if both neighbouring pairs can be composed and the third
scatterer can be joined to the first pair, both bracketings give the same four blocks. -/
theorem compose_assoc (S T U : Scatterer R)
    (hST : IsUnit (1 - S.r' * T.r)) (hTU : IsUnit (1 - T.r' * U.r))
    (hout : IsUnit (1 - (S ⋆ T).r' * U.r)) :
    (S ⋆ T) ⋆ U = S ⋆ (T ⋆ U) := by
  have hout' := (isUnit_outer_iff S T U hST hTU).1 hout
  apply eq_of_scatters
  intro a d b c
  rw [compose_scatters_iff _ _ hout, compose_scatters_iff _ _ hout']
  -- both sides ask for waves in the two gaps
  constructor
  · rintro ⟨u, v, h, hU⟩
    obtain ⟨x, y, hS, hT⟩ := (compose_scatters_iff S T hST).1 h
    exact ⟨x, y, hS, (compose_scatters_iff T U hTU).2 ⟨u, v, hT, hU⟩⟩
  · rintro ⟨x, y, hS, h⟩
    obtain ⟨u, v, hT, hU⟩ := (compose_scatters_iff T U hTU).1 h
    exact ⟨u, v, (compose_scatters_iff S T hST).2 ⟨x, y, hS, hT⟩, hU⟩
```

To apply this to a real stack, one must still obtain the blocks from the wave equation, with a common channel basis and reference plane in each gap; propagation phases have to be absorbed into the blocks. Since all blocks lie in one ring, stacks whose gaps or outer sides have different numbers of channels do not fit the statement directly. Nor does it bound rounding errors when a denominator is nearly singular.

The hypotheses are met by three equal lossless partial mirrors with \(r=3/5\), \(r'=-3/5\) and \(t=t'=4/5\). Both neighbouring denominators equal \(34/25\), and since \(r_{12}'=-15/17\), the outer one is \(26/17\).

```lean
/-- A partial mirror with reflections `3/5` and `-3/5` and both transmissions `4/5`. -/
def partialMirror : Scatterer ℚ := ⟨3 / 5, 4 / 5, 4 / 5, -3 / 5⟩

/-- Three equal partial mirrors meet the hypotheses of associativity. -/
theorem compose_assoc_witness :
    IsUnit (1 - partialMirror.r' * partialMirror.r) ∧
      IsUnit (1 - (partialMirror ⋆ partialMirror).r' * partialMirror.r) := by
  simp only [isUnit_iff_ne_zero, compose, partialMirror, Ring.inverse_eq_inv]
  norm_num
```

## A resonant first pair inside a solvable stack

Without `hST`, one grouping can exist while the other does not. Take rational blocks, with scatterers 1 and 3 equal to `outer`, whose four blocks are all 1, and scatterer 2 equal to `inner`, which differs only in \(r_2'=0\). These blocks do not conserve flux, and the example depends on that. If all channels propagate and every scatterer conserves flux, a wave that reproduces itself in the first gap cannot leak through scatterer 2. Scatterer 3 then has no effect on it, and the other grouping fails too.

```lean
/-- A scatterer with all four blocks equal to one. -/
def outer : Scatterer ℚ := ⟨1, 1, 1, 1⟩

/-- A scatterer that reflects only waves from the left, with the other three blocks one. -/
def inner : Scatterer ℚ := ⟨1, 1, 1, 0⟩
```

The last pair can be joined, because \(1-r_2'r_3=1\), and it has \(r_{23}=2\). Scatterer 1 can then be added, because \(1-r_1'r_{23}=-1\). But \(1-r_1'r_2=0\), so the first pair cannot be composed.

The wave equations show why. In the first gap \(x=a+y\) and \(y=x+v\), which forces \(v=-a\). The first pair alone therefore has no solution for independent incoming waves \(a\) and \(v\). In the full stack \(v\) is not prescribed, and scatterer 3 lets it adjust.

```lean
/-- For `outer`, `inner`, `outer` in this order, the bracketing from the right exists, while
the first two scatterers cannot be composed. -/
theorem only_one_bracketing :
    IsUnit (1 - inner.r' * outer.r) ∧ IsUnit (1 - outer.r' * (inner ⋆ outer).r) ∧
      ¬ IsUnit (1 - outer.r' * inner.r) := by
  simp only [isUnit_iff_ne_zero, compose, outer, inner, Ring.inverse_eq_inv]
  norm_num

end

end StarProduct
```

The equality itself also fails if `hST` is simply deleted from `compose_assoc`. `Ring.inverse` returns 0 for a non-unit, so the formula for the first pair still yields blocks, with \(r_{12}'=0\), and `hout` is satisfied. The total left reflection then comes out as \(1\) in one grouping and \(-1\) in the other, and only \(-1\) solves the wave equations. The left-right mirror image of this stack does the same for `hTU`: there the total right reflection comes out as \(-1\) in one grouping and \(1\) in the other.

```lean
#print axioms StarProduct.compose_t'
#print axioms StarProduct.compose_scatters_iff
#print axioms StarProduct.compose_assoc
#print axioms StarProduct.only_one_bracketing
```

```
'StarProduct.compose_t'' depends on axioms: [propext, Classical.choice, Quot.sound]
'StarProduct.compose_scatters_iff' depends on axioms: [propext, Classical.choice, Quot.sound]
'StarProduct.compose_assoc' depends on axioms: [propext, Classical.choice, Quot.sound]
'StarProduct.only_one_bracketing' depends on axioms: [propext, Classical.choice, Quot.sound]
```
